# For a deep impurity level, the flat-band variational binding energy is asymptotic to D exp(e/g)

For an impurity level e coupled to a flat band, with fixed hybridization strength g > 0 and band depth D > 0, the binding energy x is taken to be a positive solution of x − e = g log((D + x)/x). The lemma assumes that a function x(e) supplies such a solution for every e < 0, and states that x(e)/(D exp(e/g)) tends to 1 as e → −∞. The variational equation is a hypothesis here and is not derived from a Hamiltonian. The attempt rewrites it as x(exp(x/g) − exp(e/g)) = D exp(e/g) and shows by squeezing that x(e) → 0. The ratio then equals 1/(exp(x/g) − exp(e/g)), which tends to 1.

As first written in Lean, the proof fails:

```lean
import Mathlib

open Filter Topology

namespace VariationalKondoScale

noncomputable section

/-- `x` is a positive solution of the flat-band variational equation with hybridization
strength `g`, band depth `D` and impurity level `e`. -/
def IsBindingEnergy (g D e x : ℝ) : Prop :=
  0 < x ∧ x - e = g * Real.log ((D + x) / x)

/-- For `x > 0` the variational equation is equivalent to its exponentiated form
`x (exp ((x - e)/g) - 1) = D`. -/
theorem variational_equation_iff_exp {g D e x : ℝ} (hg : 0 < g) (hD : 0 < D) (hx : 0 < x) :
    x - e = g * Real.log ((D + x) / x) ↔ x * (Real.exp ((x - e) / g) - 1) = D := by
  have hq : 0 < (D + x) / x := by positivity
  have hc : x * ((D + x) / x) = D + x := by field_simp
  constructor
  · intro h
    have h1 : (x - e) / g = Real.log ((D + x) / x) := by
      rw [div_eq_iff hg.ne', h, mul_comm]
    rw [h1, Real.exp_log hq]
    linear_combination hc
  · intro h
    have h1 : (D + x) / x = Real.exp ((x - e) / g) := by
      rw [div_eq_iff hx.ne']
      linear_combination -h
    rw [h1, Real.log_exp, mul_div_cancel₀ _ hg.ne']

/-- As the impurity level goes to minus infinity at fixed `g` and `D`, the ratio of the binding
energy to `D exp (e/g)` tends to one. -/
theorem binding_energy_asymptotics {g D : ℝ} (hg : 0 < g) (hD : 0 < D) (x : ℝ → ℝ)
    (hx : ∀ e < 0, IsBindingEnergy g D e (x e)) :
    Tendsto (fun e => x e / (D * Real.exp (e / g))) atBot (𝓝 1) := by
  have hR : ∀ e < 0, x e * (Real.exp (x e / g) - Real.exp (e / g)) = D * Real.exp (e / g) := by
    intro e he
    have h := (variational_equation_iff_exp hg hD (hx e he).1).1 (hx e he).2
    have h2 : Real.exp ((x e - e) / g) * Real.exp (e / g) = Real.exp (x e / g) := by
      rw [← Real.exp_add]
      congr 1
      ring
    linear_combination Real.exp (e / g) * h - x e * h2
  have hE : Tendsto (fun e : ℝ => Real.exp (e / g)) atBot (𝓝 0) :=
    Real.tendsto_exp_atBot.comp (tendsto_id.atBot_div_const hg)
  have hneg : ∀ᶠ e : ℝ in atBot, e < 0 := eventually_lt_atBot 0
  -- the binding energy itself vanishes for a deep level
  have hx0 : Tendsto x atBot (𝓝 0) := by
    have hB : Tendsto (fun e : ℝ => D * Real.exp (e / g) / (1 - Real.exp (e / g)))
        atBot (𝓝 0) := by
      have h := (hE.const_mul D).div (hE.const_sub 1) (by norm_num)
      simpa using h
    refine squeeze_zero' (hneg.mono fun e he => (hx e he).1.le) (hneg.mono fun e he => ?_) hB
    have h1 : Real.exp (e / g) < 1 := Real.exp_lt_one (div_neg_of_neg_of_pos he hg)
    have h2 : 1 < Real.exp (x e / g) := Real.one_lt_exp_iff.2 (div_pos (hx e he).1 hg)
    rw [le_div_iff₀ (sub_pos.2 h1)]
    nlinarith [hR e he, mul_pos (hx e he).1 (sub_pos.2 h2)]
  have hL : Tendsto (fun e => (Real.exp (x e / g) - Real.exp (e / g))⁻¹) atBot (𝓝 1) := by
    have h1 : Tendsto (fun e => Real.exp (x e / g)) atBot (𝓝 (Real.exp (0 / g))) :=
      (Real.continuous_exp.tendsto _).comp (hx0.div_const g)
    have h := (h1.sub hE).inv₀ (by simp)
    simpa using h
  refine hL.congr' (hneg.mono fun e he => ?_)
  rw [← hR e he, div_mul_eq_div_div, div_self (hx e he).1.ne', one_div]

end

end VariationalKondoScale
```

Lean reports:

```
Main.lean:53:6: error: Type mismatch: After simplification, term
  h
 has type
  @Tendsto ℝ ℝ ((fun x => D * Real.exp (x / g)) / fun x => 1 - Real.exp (x / g)) atBot (𝓝 0)
but is expected to have type
  @Tendsto ℝ ℝ (fun e => D * Real.exp (e / g) / (1 - Real.exp (e / g))) atBot (𝓝 0)
Main.lean:55:38: error(lean.unknownIdentifier): Unknown constant `Real.exp_lt_one`
Main.lean:65:6: error: Tactic `rewrite` failed: Did not find an occurrence of the pattern
  D * Real.exp (e / g)
in the target expression
  (Real.exp (x e / g) - Real.exp (e / g))⁻¹ = (fun e => x e / (D * Real.exp (e / g))) e

g D : ℝ
hg : 0 < g
hD : 0 < D
x : ℝ → ℝ
hx : ∀ e < 0, IsBindingEnergy g D e (x e)
hR : ∀ e < 0, x e * (Real.exp (x e / g) - Real.exp (e / g)) = D * Real.exp (e / g)
hE : Tendsto (fun e => Real.exp (e / g)) atBot (𝓝 0)
hneg : ∀ᶠ (e : ℝ) in atBot, e < 0
hx0 : Tendsto x atBot (𝓝 0)
hL : Tendsto (fun e => (Real.exp (x e / g) - Real.exp (e / g))⁻¹) atBot (𝓝 1)
e : ℝ
he : e < 0
⊢ (Real.exp (x e / g) - Real.exp (e / g))⁻¹ = (fun e => x e / (D * Real.exp (e / g))) e
```

The first error concerns the form of a function. `Tendsto.div` gives a limit for a quotient of two functions, `(fun x => …) / fun x => …`, while the goal has a single function that divides pointwise. The two are equal by definition, but `simpa` did not unfold one into the other. The repair states the type of `h` in pointwise form, which Lean accepts by unfolding the definition, so `simpa` only has to simplify the limit `D * 0 / (1 - 0)` to 0.

The second error is a missing name: `Real.exp_lt_one` does not exist in the Mathlib used. The repair takes the needed direction of the equivalence `Real.exp_lt_one_iff`.

In the third, the right side of the goal is still an unevaluated application, `(fun e => …) e`. Inside it the exponential contains the function's bound variable, not the particular `e` of `hR e he`, so `rw` finds no match. The added `show` states the goal with the application evaluated, and `D * Real.exp (e / g)` then appears literally for the rewrite.

After these edits no error is left:

```diff
@@ -50,8 +50,10 @@
     have hB : Tendsto (fun e : ℝ => D * Real.exp (e / g) / (1 - Real.exp (e / g)))
         atBot (𝓝 0) := by
-      have h := (hE.const_mul D).div (hE.const_sub 1) (by norm_num)
+      have h : Tendsto (fun e : ℝ => D * Real.exp (e / g) / (1 - Real.exp (e / g)))
+          atBot (𝓝 (D * 0 / (1 - 0))) :=
+        (hE.const_mul D).div (hE.const_sub 1) (by norm_num)
       simpa using h
     refine squeeze_zero' (hneg.mono fun e he => (hx e he).1.le) (hneg.mono fun e he => ?_) hB
-    have h1 : Real.exp (e / g) < 1 := Real.exp_lt_one (div_neg_of_neg_of_pos he hg)
+    have h1 : Real.exp (e / g) < 1 := Real.exp_lt_one_iff.2 (div_neg_of_neg_of_pos he hg)
     have h2 : 1 < Real.exp (x e / g) := Real.one_lt_exp_iff.2 (div_pos (hx e he).1 hg)
     rw [le_div_iff₀ (sub_pos.2 h1)]
@@ -63,4 +65,5 @@
     simpa using h
   refine hL.congr' (hneg.mono fun e he => ?_)
+  show (Real.exp (x e / g) - Real.exp (e / g))⁻¹ = x e / (D * Real.exp (e / g))
   rw [← hR e he, div_mul_eq_div_div, div_self (hx e he).1.ne', one_div]
 
```
